# Fermi-surface and Fermi-sea transport weights are equal for a smooth periodic band in one dimension

The occupation is taken as a function of energy, \(f(E)\), evaluated on the band, and not as a free function of wave number. States of equal energy are therefore equally occupied, as in equilibrium. The band is a function \(\varepsilon(k)\) on the whole real line that repeats with period \(L\), and the Brillouin zone is the interval from \(0\) to \(L\). The band is twice continuously differentiable (C²) and the occupation once (C¹), which admits the Fermi function at any positive temperature but excludes the sharp step at zero temperature.

## Two integrals over one zone

```lean
import Mathlib

open Real

namespace RelaxationTimeWeight

noncomputable section
```

The file loads the Mathlib library and opens `Real`, so that `exp`, `cos` and `π` can be written without a prefix.

```lean
/-- The Fermi-surface form of the transport weight: squared band velocity times `-f'`,
integrated over one period `L` of the band `ε`. -/
def surfaceWeight (ε f : ℝ → ℝ) (L : ℝ) : ℝ :=
  ∫ k in (0 : ℝ)..L, (deriv ε k) ^ 2 * (-deriv f (ε k))
```

The type `ℝ → ℝ` means a real function of a real variable. The definition reads

\[
S=\int_0^L \varepsilon'(k)^2\,\bigl(-f'(\varepsilon(k))\bigr)\,dk .
\]

The expression `deriv f (ε k)` is the energy derivative of \(f\), evaluated at \(\varepsilon(k)\); it is not the \(k\)-derivative of the composite function. In the Boltzmann equation with a constant relaxation time \(\tau\), the time over which scattering restores equilibrium, the conductivity per spin of a one-dimensional band is \(e^2\tau S/(2\pi\hbar^2)\). The prefactor is left out of the definition.

```lean
/-- The Fermi-sea form of the transport weight: the inverse mass `ε''` times the occupation,
integrated over one period `L` of the band `ε`. -/
def seaWeight (ε f : ℝ → ℝ) (L : ℝ) : ℝ :=
  ∫ k in (0 : ℝ)..L, deriv (deriv ε) k * f (ε k)
```

This is

\[
M=\int_0^L \varepsilon''(k)\,f(\varepsilon(k))\,dk .
\]

Up to a factor \(\hbar^2\), \(\varepsilon''\) is the inverse effective mass, so \(M\) sums it over the occupied states. Lean's `deriv` returns zero where no derivative exists, so it is the smoothness hypotheses below that give both integrals their intended meaning.

```lean
/-- The Fermi function at inverse temperature `β` and chemical potential `μ`. -/
def fermi (β μ E : ℝ) : ℝ := 1 / (exp (β * (E - μ)) + 1)
```

This is \(f(E)=1/(e^{\beta(E-\mu)}+1)\), with \(\beta=1/(k_BT)\) and chemical potential \(\mu\). The definition accepts any real \(\beta\); the theorems state the sign they need.

## Integration by parts around the zone

```lean
/-- A twice continuously differentiable band is differentiable, and its velocity is
continuously differentiable. -/
theorem band_regularity {ε : ℝ → ℝ} (hε : ContDiff ℝ 2 ε) :
    Differentiable ℝ ε ∧ ContDiff ℝ 1 (deriv ε) := by
  have h : ContDiff ℝ (1 + 1) ε := by
    rw [one_add_one_eq_two]
    exact hε
  exact ⟨(contDiff_succ_iff_deriv.1 h).1, (contDiff_succ_iff_deriv.1 h).2.2⟩
```

In a Lean theorem the hypotheses stand before the final colon and the conclusion after it. Here `ContDiff ℝ 2 ε` says that \(\varepsilon\) is C², and the conclusion is that \(\varepsilon\) is differentiable and \(\varepsilon'\) is C¹. The proof writes 2 as 1 + 1 and uses the library's description of a C² function through its derivative.

```lean
/-- For a C² band and a C¹ occupation, the `k`-derivative of velocity times occupation is the
Fermi-sea integrand minus the Fermi-surface integrand. -/
theorem hasDerivAt_velocity_mul_occupation {ε f : ℝ → ℝ} (hε : ContDiff ℝ 2 ε)
    (hf : ContDiff ℝ 1 f) (k : ℝ) :
    HasDerivAt (fun q => deriv ε q * f (ε q))
      (deriv (deriv ε) k * f (ε k) - (deriv ε k) ^ 2 * (-deriv f (ε k))) k := by
  obtain ⟨hd, hv⟩ := band_regularity hε
  have h1 : HasDerivAt (deriv ε) (deriv (deriv ε) k) k :=
    (hv.differentiable (by norm_num) k).hasDerivAt
  have h2 : HasDerivAt (fun q => f (ε q)) (deriv f (ε k) * deriv ε k) k :=
    HasDerivAt.comp k (hf.differentiable (by norm_num) (ε k)).hasDerivAt (hd k).hasDerivAt
  exact (h1.fun_mul h2).congr_deriv (by ring)
```

`HasDerivAt g d k` says that \(g\) has derivative \(d\) at \(k\). By the product and chain rules,

\[
\frac{d}{dk}\bigl[\varepsilon' f(\varepsilon)\bigr]
=\varepsilon'' f(\varepsilon)+\varepsilon'\,f'(\varepsilon)\,\varepsilon'
=\varepsilon'' f(\varepsilon)-\varepsilon'^2\bigl(-f'(\varepsilon)\bigr).
\]

In the proof, `h1` differentiates the velocity, `h2` is the chain rule for the occupation, and `fun_mul` is the product rule. The tactic `ring` does the final rearrangement.

```lean
/-- For a C² band of period `L` and a C¹ occupation function, the Fermi-surface and Fermi-sea
forms of the transport weight are equal. -/
theorem surfaceWeight_eq_seaWeight {ε f : ℝ → ℝ} {L : ℝ} (hε : ContDiff ℝ 2 ε)
    (hper : Function.Periodic ε L) (hf : ContDiff ℝ 1 f) :
    surfaceWeight ε f L = seaWeight ε f L := by
  obtain ⟨hd, hv⟩ := band_regularity hε
  have cv : Continuous (deriv ε) := hv.continuous
  have cm : Continuous (deriv (deriv ε)) := hv.continuous_deriv (by norm_num)
  have cf : Continuous (fun k => f (ε k)) := hf.continuous.comp hd.continuous
  have cf' : Continuous (fun k => deriv f (ε k)) :=
    (hf.continuous_deriv (by norm_num)).comp hd.continuous
  have cA : Continuous (fun k => deriv (deriv ε) k * f (ε k)) := cm.mul cf
  have cS : Continuous (fun k => (deriv ε k) ^ 2 * (-deriv f (ε k))) := (cv.pow 2).mul cf'.neg
  -- energy and velocity take the same values at both ends of the zone
  have e0 : ε L = ε 0 := by simpa using hper 0
  have v0 : deriv ε L = deriv ε 0 := by
    have hs : (fun x => ε (x + L)) = ε := funext hper
    have h := deriv_comp_add_const ε L 0
    rw [hs, zero_add] at h
    exact h.symm
  symm
  rw [← sub_eq_zero]
  unfold seaWeight surfaceWeight
  rw [← intervalIntegral.integral_sub (cA.intervalIntegrable 0 L) (cS.intervalIntegrable 0 L),
    intervalIntegral.integral_eq_sub_of_hasDerivAt
      (fun k _ => hasDerivAt_velocity_mul_occupation hε hf k)
      ((cA.sub cS).intervalIntegrable 0 L), e0, v0, sub_self]
```

The claim is \(S=M\). Integrating the previous identity over the zone gives

\[
M-S=\varepsilon'(L)f(\varepsilon(L))-\varepsilon'(0)f(\varepsilon(0)).
\]

Periodicity gives \(\varepsilon(L)=\varepsilon(0)\). Differentiating \(\varepsilon(k+L)=\varepsilon(k)\) gives \(\varepsilon'(k+L)=\varepsilon'(k)\), and so \(\varepsilon'(L)=\varepsilon'(0)\). The two boundary terms cancel.

The Lean proof follows the same route. The facts whose names begin with `c` establish continuity, which makes the integrals legitimate, while `e0` and `v0` are the two endpoint equalities. The goal is then turned into \(M-S=0\), the integrals are merged into one, and the fundamental theorem of calculus evaluates it. The sign of \(L\) plays no role.

For a single non-interacting band in one dimension with constant \(\tau\), this means that the conductivity in thermal equilibrium occupation can be computed either from the states within a few \(k_BT\) of the chemical potential, where \(-f'\) is appreciable, or from all occupied states.

```lean
/-- For a C² periodic band with the same occupation `c` at every energy, both forms of the
transport weight vanish. -/
theorem weights_constant_occupation {ε : ℝ → ℝ} {L : ℝ} (hε : ContDiff ℝ 2 ε)
    (hper : Function.Periodic ε L) (c : ℝ) :
    surfaceWeight ε (fun _ => c) L = 0 ∧ seaWeight ε (fun _ => c) L = 0 := by
  have h : surfaceWeight ε (fun _ => c) L = 0 := by simp [surfaceWeight]
  exact ⟨h, (surfaceWeight_eq_seaWeight hε hper contDiff_const).symm.trans h⟩
```

`fun _ => c` is the function with the value \(c\) at every energy; \(c=1\) describes a filled band and \(c=0\) an empty one. Since \(f'=0\), the surface integrand vanishes and \(S=0\). The equality just proved then gives \(M=0\): over a full zone, positive and negative inverse masses cancel.

## A falling occupation gives a positive weight

```lean
/-- If the C¹ occupation has negative slope at every energy, the occupied inverse-mass integral
of a non-constant C² band of period `L > 0` is strictly positive. -/
theorem seaWeight_pos {ε f : ℝ → ℝ} {L : ℝ} (hL : 0 < L) (hε : ContDiff ℝ 2 ε)
    (hper : Function.Periodic ε L) (hf : ContDiff ℝ 1 f) (hneg : ∀ E, deriv f E < 0)
    (hne : ∃ k₁ k₂, ε k₁ ≠ ε k₂) : 0 < seaWeight ε f L := by
  obtain ⟨hd, hv⟩ := band_regularity hε
  have pv : Function.Periodic (deriv ε) L := by
    intro k
    have hs : (fun x => ε (x + L)) = ε := funext hper
    have h := deriv_comp_add_const ε L k
    rw [hs] at h
    exact h.symm
  -- a non-constant band moves somewhere, hence somewhere in the first zone
  have hk : ∃ k, deriv ε k ≠ 0 := by
    by_contra hcon
    push Not at hcon
    obtain ⟨k₁, k₂, h12⟩ := hne
    exact h12 (is_const_of_deriv_eq_zero hd hcon k₁ k₂)
  obtain ⟨k, hk⟩ := hk
  obtain ⟨q, hq, hkq⟩ := pv.exists_mem_Ico₀ hL k
  rw [hkq] at hk
  have cf' : Continuous (fun k => deriv f (ε k)) :=
    (hf.continuous_deriv (by norm_num)).comp hd.continuous
  rw [← surfaceWeight_eq_seaWeight hε hper hf]
  unfold surfaceWeight
  refine intervalIntegral.integral_pos hL ((hv.continuous.pow 2).mul cf'.neg).continuousOn
    (fun x _ => mul_nonneg (sq_nonneg _) (neg_nonneg.2 (hneg _).le))
    ⟨q, ⟨hq.1, hq.2.le⟩, mul_pos (by positivity) (neg_pos.2 (hneg _))⟩
```

The hypothesis `hneg` says \(f'(E)<0\) at every energy: higher states are always less occupied, as in thermal equilibrium at positive temperature. The hypothesis `hne` says that the band takes two different values. The conclusion is \(M>0\) for \(L>0\).

The sign of \(M\) is hard to see directly, because \(\varepsilon''\) changes sign within the zone. In \(S\) it is visible:

1. If \(\varepsilon'\) vanished everywhere, \(\varepsilon\) would be constant. So \(\varepsilon'(k)\neq0\) for some \(k\).
2. Since \(\varepsilon'\) has period \(L\), there is a \(q\) with \(0\le q<L\) and \(\varepsilon'(q)\neq0\).
3. The integrand \(\varepsilon'^2(-f'(\varepsilon))\) is continuous, nowhere negative, and positive at \(q\). It therefore stays positive on a short interval inside the zone, and \(S>0\).
4. Since \(M=S\), also \(M>0\).

In the code, `by_contra` begins the argument by contradiction of step 1, `exists_mem_Ico₀` moves the point into the zone, and `integral_pos` is step 3. The rewriting from \(M\) to \(S\) comes just before that last step.

## The thermal case

```lean
/-- The Fermi function is continuously differentiable in the energy. -/
theorem contDiff_fermi (β μ : ℝ) : ContDiff ℝ 1 (fermi β μ) := by
  change ContDiff ℝ 1 (fun E => 1 / (exp (β * (E - μ)) + 1))
  exact contDiff_const.div (by fun_prop) (fun E => by positivity)
```

The Fermi function is C¹ because it is a quotient of smooth functions whose denominator is always positive. The tactic `positivity` supplies that last fact.

```lean
/-- The energy derivative of the Fermi function `f` is `-β f (1 - f)`. -/
theorem hasDerivAt_fermi (β μ E : ℝ) :
    HasDerivAt (fermi β μ) (-(β * (fermi β μ E * (1 - fermi β μ E)))) E := by
  have h0 : HasDerivAt (fun x => β * (x - μ)) β E :=
    (((hasDerivAt_id' E).sub_const μ).const_mul β).congr_deriv (by ring)
  have hne : exp (β * (E - μ)) + 1 ≠ 0 := by positivity
  refine ((hasDerivAt_const E (1 : ℝ)).fun_div (h0.exp.add_const 1) hne).congr_deriv ?_
  unfold fermi
  generalize exp (β * (E - μ)) = x at hne ⊢
  field_simp
  ring
```

Put \(x=e^{\beta(E-\mu)}\), so that \(f=1/(x+1)\), \(1-f=x/(x+1)\) and \(dx/dE=\beta x\). Then

\[
f'(E)=-\frac{\beta x}{(x+1)^2}=-\beta f(1-f).
\]

Lean applies the quotient rule, replaces the exponential by a letter `x` with `generalize`, clears denominators with `field_simp`, and finishes with `ring`.

```lean
/-- At inverse temperature `β > 0`, the occupied inverse-mass integral of a non-constant C² band
of period `L > 0` is strictly positive for every chemical potential. -/
theorem seaWeight_fermi_pos {ε : ℝ → ℝ} {L β : ℝ} (μ : ℝ) (hL : 0 < L) (hβ : 0 < β)
    (hε : ContDiff ℝ 2 ε) (hper : Function.Periodic ε L) (hne : ∃ k₁ k₂, ε k₁ ≠ ε k₂) :
    0 < seaWeight ε (fermi β μ) L := by
  refine seaWeight_pos hL hε hper (contDiff_fermi β μ) (fun E => ?_) hne
  have h0 : 0 < fermi β μ E := by unfold fermi; positivity
  have h1 : fermi β μ E < 1 := by
    unfold fermi
    exact (div_lt_one (by positivity)).2 (by linarith [exp_pos (β * (E - μ))])
  rw [(hasDerivAt_fermi β μ E).deriv]
  exact neg_neg_of_pos (mul_pos hβ (mul_pos h0 (sub_pos.2 h1)))
```

For \(\beta>0\) we have \(0<f<1\), so \(f'=-\beta f(1-f)<0\) at every energy. This is the slope condition of `seaWeight_pos`, which now gives \(M>0\) for every \(\mu\). In the proof `h0` and `h1` are the two bounds on \(f\).

```lean
/-- For a C² band of period `L ≥ 0` and `β ≥ 0`, the occupied inverse-mass integral is at most
`β / 4` times the integral of the squared velocity over the zone. -/
theorem seaWeight_fermi_le {ε : ℝ → ℝ} {L β : ℝ} (μ : ℝ) (hL : 0 ≤ L) (hβ : 0 ≤ β)
    (hε : ContDiff ℝ 2 ε) (hper : Function.Periodic ε L) :
    seaWeight ε (fermi β μ) L ≤ β / 4 * ∫ k in (0 : ℝ)..L, (deriv ε k) ^ 2 := by
  obtain ⟨hd, hv⟩ := band_regularity hε
  have cf' : Continuous (fun k => deriv (fermi β μ) (ε k)) :=
    ((contDiff_fermi β μ).continuous_deriv (by norm_num)).comp hd.continuous
  rw [← surfaceWeight_eq_seaWeight hε hper (contDiff_fermi β μ),
    ← intervalIntegral.integral_const_mul]
  unfold surfaceWeight
  refine intervalIntegral.integral_mono_on hL
    (((hv.continuous.pow 2).mul cf'.neg).intervalIntegrable 0 L)
    ((continuous_const.mul (hv.continuous.pow 2)).intervalIntegrable 0 L) (fun k _ => ?_)
  -- f (1 - f) never exceeds 1/4
  have h4 : fermi β μ (ε k) * (1 - fermi β μ (ε k)) ≤ 1 / 4 := by
    nlinarith [sq_nonneg (fermi β μ (ε k) - 1 / 2)]
  have h5 := mul_le_mul_of_nonneg_left h4 (mul_nonneg (sq_nonneg (deriv ε k)) hβ)
  rw [(hasDerivAt_fermi β μ (ε k)).deriv]
  linarith
```

Substituting the derivative into \(S\) and using \(f(1-f)=\tfrac14-(f-\tfrac12)^2\le\tfrac14\) gives

\[
M=S=\beta\int_0^L\varepsilon'^2 f(1-f)\,dk\;\le\;\frac{\beta}{4}\int_0^L\varepsilon'^2\,dk .
\]

For a given band, the weight at temperature \(T\) is thus at most a constant times \(1/T\), whatever the chemical potential. This is informative at high temperature. As \(T\to0\) the bound diverges for a non-constant band, while \(M\) itself stays below \(\int_0^L|\varepsilon''|\,dk\), because \(0<f<1\). In Lean, `integral_mono_on` reduces the comparison of integrals to one of integrands, and `h4` is the bound by one quarter. The cases \(L=0\) and \(\beta=0\) are included, and in both the two sides are zero.

## The nearest-neighbour chain

```lean
/-- For the tight-binding band `-2t cos k` with hopping `t ≠ 0` and `β > 0`, the inverse mass
`2t cos k` weighted with the Fermi occupation has a strictly positive integral over the zone. -/
theorem tightBinding_pos {t β : ℝ} (μ : ℝ) (ht : t ≠ 0) (hβ : 0 < β) :
    0 < ∫ k in (0 : ℝ)..(2 * π), 2 * t * cos k * fermi β μ (-2 * t * cos k) := by
  have d1 : deriv (fun k => -2 * t * cos k) = fun k => 2 * t * sin k :=
    funext fun k => (((hasDerivAt_cos k).const_mul (-2 * t)).congr_deriv (by ring)).deriv
  have d2 : deriv (fun k => 2 * t * sin k) = fun k => 2 * t * cos k :=
    funext fun k => ((hasDerivAt_sin k).const_mul (2 * t)).deriv
  have hper : Function.Periodic (fun k => -2 * t * cos k) (2 * π) := by
    intro k
    change -2 * t * cos (k + 2 * π) = -2 * t * cos k
    rw [cos_add_two_pi]
  have hne : ∃ k₁ k₂ : ℝ, (fun k => -2 * t * cos k) k₁ ≠ (fun k => -2 * t * cos k) k₂ := by
    refine ⟨0, π, fun h => ht ?_⟩
    change -2 * t * cos 0 = -2 * t * cos π at h
    rw [cos_zero, cos_pi] at h
    linarith
  have h := seaWeight_fermi_pos μ two_pi_pos hβ
    (contDiff_const.mul contDiff_cos) hper hne
  unfold seaWeight at h
  rw [d1, d2] at h
  exact h

end

end RelaxationTimeWeight
```

Here \(\varepsilon(k)=-2t\cos k\), with \(k\) in units of the inverse lattice spacing and \(L=2\pi\). The hopping \(t\) may have either sign but is not zero. The derivatives are \(\varepsilon'=2t\sin k\) and \(\varepsilon''=2t\cos k\), which are `d1` and `d2` in the proof. The band is not constant, since \(\varepsilon(0)=-2t\) and \(\varepsilon(\pi)=2t\). The general thermal result then gives

\[
\int_0^{2\pi}2t\cos k\;f(-2t\cos k)\,dk>0 .
\]

The inverse mass is positive in the lower half of the band and negative in the upper half. The lower half is more heavily occupied, so the positive part wins at every chemical potential.

```lean
#print axioms RelaxationTimeWeight.surfaceWeight_eq_seaWeight
-- 'RelaxationTimeWeight.surfaceWeight_eq_seaWeight' depends on axioms: [propext, Classical.choice, Quot.sound]
#print axioms RelaxationTimeWeight.weights_constant_occupation
-- 'RelaxationTimeWeight.weights_constant_occupation' depends on axioms: [propext, Classical.choice, Quot.sound]
#print axioms RelaxationTimeWeight.seaWeight_fermi_le
-- 'RelaxationTimeWeight.seaWeight_fermi_le' depends on axioms: [propext, Classical.choice, Quot.sound]
#print axioms RelaxationTimeWeight.tightBinding_pos
-- 'RelaxationTimeWeight.tightBinding_pos' depends on axioms: [propext, Classical.choice, Quot.sound]
```

## Both forms on a k-mesh

In a program the integrals become sums over a uniform mesh \(k_j=jL/N\), \(j=0,\dots,N-1\), each term carrying the weight \(L/N\):

\[
S_N=\frac LN\sum_j \varepsilon'(k_j)^2\bigl(-f'(\varepsilon(k_j))\bigr),\qquad
M_N=\frac LN\sum_j \varepsilon''(k_j)\,f(\varepsilon(k_j)).
\]

At finite \(N\) the two sums generally differ, but for a smooth band and occupation they converge to the same number. Their difference is therefore a useful check on the mesh and on the band derivatives. At low temperature \(-f'\) is a narrow peak with a width of order \(k_BT\), and \(S_N\) is unreliable when the energy step between neighbouring mesh points near the Fermi level is much larger than \(k_BT\).

When the check is made band by band, a persistent disagreement can also come from the band labels. If two bands that cross with different slopes are sorted by energy, each sorted band has a kink at the crossing and is no longer C². For either sorted band alone, a sum over pointwise values of \(\varepsilon''\) then misses the jump in velocity there. In the total over both bands the two jumps are opposite and equally occupied, so they cancel.
